# The average quantum metric of the stub chain's flat band diverges as the inverse gap when the gap closes

In the stub chain, sites A and B alternate along a line with real hopping amplitude $t$, and each A also couples to a side site C with amplitude $s>0$. All on-site energies are zero. For lattice constant 1, equally spaced A and B sites, and C at the same coordinate as its A, the zero-energy flat band has the average quantum metric

$$\frac{1}{2\pi}\int_0^{2\pi} g(k)\,dk=\frac{t^2}{2s\sqrt{s^2+4t^2}} .$$

The gap to the other bands is $s$. At fixed $t>0$, $s$ times the average tends to $t/4$ as $s\to0^+$.

## The chain and its zero modes

Each cell has three sites, all with on-site energy zero. Site A couples with amplitude $t$ to the B sites on its left and right, and with amplitude $s$ to a side site C. With lattice constant 1, B halfway between neighbouring A sites and C at the same coordinate as A, the Bloch Hamiltonian in the order A, B, C is

$$H(k)=\begin{pmatrix}0&q&s\\ q&0&0\\ s&0&0\end{pmatrix},\qquad q(k)=2t\cos(k/2).$$

For amplitudes $v=(v_A,v_B,v_C)$, the equation $Hv=0$ reads $qv_B+sv_C=0$, $qv_A=0$ and $sv_A=0$. Since $s\neq0$, we get $v_A=0$ and $v_C=-qv_B/s$. The zero modes are therefore the multiples of $u=(0,s,-q)$, whose squared norm is $N=s^2+q^2$.

If $E\neq0$, then $Ev_B=qv_A$ and $Ev_C=sv_A$. Multiplying $Ev_A=qv_B+sv_C$ by $E$ gives $E^2v_A=(q^2+s^2)v_A$. Here $v_A\neq0$, since otherwise $v=0$. Hence $E^2=s^2+q^2\ge s^2$, with equality at $k=\pi$, and the gap is $s$.

## The metric at each $k$

For an unnormalised state $\psi(k)$ the Fubini–Study metric is

$$g=\frac{\langle\psi'|\psi'\rangle}{\langle\psi|\psi\rangle}-\frac{|\langle\psi|\psi'\rangle|^2}{\langle\psi|\psi\rangle^2}.$$

Write $\psi=c\,u$ with $c(k)\neq0$. Then $\psi'=c\,u'+c'u$, where $u'=(0,0,p)$ and $p=t\sin(k/2)$. The metric keeps only the part of $\psi'$ orthogonal to $u$, so $c'$ drops out and $|c|^2$ cancels:

$$g=\frac{p^2}{N}-\frac{q^2p^2}{N^2}=\frac{s^2t^2\sin^2(k/2)}{N^2}.$$

In a numerical calculation, diagonalisation returns normalised vectors $\hat u_k$ with arbitrary phases. On a mesh of spacing $\delta$ one can use $g\approx(1-|\langle\hat u_k|\hat u_{k+\delta}\rangle|^2)/\delta^2$, where the phases cancel as $c$ does above. For small $s/t$ the metric has a peak of height $t^2/s^2$ at $k=\pi$, with a width of order $s/t$ that the mesh must resolve.

## The integral over the zone

Let $D=\sqrt{s^2+4t^2}$ and note that $N=s^2+2t^2+2t^2\cos k$. Set

$$P=-(D-s)\sin k,\qquad Q=(D+s)+(D-s)\cos k .$$

Since $Q=2s+(D-s)(1+\cos k)>0$, $\arctan(P/Q)$ is smooth. Expansion gives $P^2+Q^2=4N$ and $P'Q-PQ'=2sD-2N$, so

$$\frac{d}{dk}\Big[\frac k2+\arctan\frac PQ\Big]=\frac12+\frac{2sD-2N}{4N}=\frac{sD}{2N}.$$

Also $(\sin k/N)'=\big((s^2+2t^2)\cos k+2t^2\big)/N^2$. Therefore

$$F=\frac{t^2}{sD}\Big[\frac k2+\arctan\frac PQ\Big]-\frac{t^2}{2}\frac{\sin k}{N}$$

has the derivative $\frac{t^2}{2}\,\frac{s^2(1-\cos k)}{N^2}=g$. At $0$ and $2\pi$ the sines vanish, so the integral is $\pi t^2/(sD)$ and the average is $t^2/(2sD)$. Multiplied by $s$, this is $t^2/(2D)$, which tends to $t/4$ for $t>0$.

For this non-interacting chain, band theory identifies the average with the smallest position variance of a Wannier function of the flat band; that identification is background here.

## What the Lean statements say

`stubH` is $H(k)$, `hop` is $q(k)$ and `flatState` is the unnormalised $u$. `fubiniStudy v w` is the metric of a state `v` with velocity `w`; `quantumMetric` inserts the actual derivative, and `meanMetric` averages over $[0,2\pi]$.

`meanMetric_flat_band` takes any differentiable family `ψ` of nonzero vectors with $H(k)\psi(k)=0$ for every real $k$. It requires neither normalisation nor periodicity. `gap_eq` says that $s$ is the least nonzero $|E|$ over all $k$, and `meanMetric_divergence` gives the limit for `flatState`.

The passage from the infinite chain to $H(k)$ is taken as given. It includes the site positions, on which the metric depends.

The formula as written fails for negative $s$. At $s=-1$, $t=1$ the state $(0,-1,-2\cos(k/2))$ has the same metric as its $s=1$ partner, with average $1/(2\sqrt5)$, while the right-hand side is $-1/(2\sqrt5)$.

```lean
import Mathlib

open Matrix Filter
open scoped Topology

namespace StubChainQuantumMetric

noncomputable section

/-- The Bloch hopping amplitude `2t cos(k/2)` between sites A and B. -/
def hop (t k : ℝ) : ℝ := 2 * t * Real.cos (k / 2)

/-- The Bloch Hamiltonian of the stub chain in the site order A, B, C. -/
def stubH (s t k : ℝ) : Matrix (Fin 3) (Fin 3) ℂ :=
  !![0, (hop t k : ℂ), (s : ℂ); (hop t k : ℂ), 0, 0; (s : ℂ), 0, 0]

/-- The unnormalised flat-band state `(0, s, -2t cos(k/2))`. -/
def flatState (s t k : ℝ) : Fin 3 → ℂ := ![0, (s : ℂ), -(hop t k : ℂ)]

/-- The Fubini–Study metric of a velocity `w` at a state `v ≠ 0`, which need not be normalised. -/
def fubiniStudy (v w : Fin 3 → ℂ) : ℝ :=
  (star w ⬝ᵥ w).re / (star v ⬝ᵥ v).re
    - Complex.normSq (star v ⬝ᵥ w) / (star v ⬝ᵥ v).re ^ 2

/-- The quantum metric at `k` of a differentiable family of nonzero Bloch states. -/
def quantumMetric (ψ : ℝ → Fin 3 → ℂ) (k : ℝ) : ℝ := fubiniStudy (ψ k) (deriv ψ k)

/-- The average over `[0, 2π]` of the quantum metric of a differentiable family of nonzero
Bloch states. -/
def meanMetric (ψ : ℝ → Fin 3 → ℂ) : ℝ :=
  1 / (2 * Real.pi) * ∫ k in (0 : ℝ)..(2 * Real.pi), quantumMetric ψ k

/-- The action of the stub-chain Hamiltonian on the amplitudes at A, B and C. -/
theorem stubH_mulVec (s t k : ℝ) (v : Fin 3 → ℂ) :
    stubH s t k *ᵥ v = ![hop t k * v 1 + s * v 2, hop t k * v 0, s * v 0] := by
  ext i
  fin_cases i <;> simp [stubH, Matrix.mulVec, dotProduct, Fin.sum_univ_three]

/-- For `s > 0` the zero-energy states at each `k` are exactly the multiples of
`(0, s, -2t cos(k/2))`. -/
theorem zero_mode_iff {s t k : ℝ} (hs : 0 < s) {v : Fin 3 → ℂ} :
    stubH s t k *ᵥ v = 0 ↔ ∃ c : ℂ, v = c • flatState s t k := by
  have hs' : (s : ℂ) ≠ 0 := Complex.ofReal_ne_zero.2 hs.ne'
  rw [stubH_mulVec]
  constructor
  · intro h
    have h0 : (hop t k : ℂ) * v 1 + s * v 2 = 0 := congrFun h 0
    have h2 : (s : ℂ) * v 0 = 0 := congrFun h 2
    refine ⟨v 1 / s, ?_⟩
    funext i
    fin_cases i
    · show v 0 = v 1 / s * 0
      rw [mul_zero]
      exact (mul_eq_zero.1 h2).resolve_left hs'
    · show v 1 = v 1 / s * s
      rw [div_mul_cancel₀ _ hs']
    · show v 2 = v 1 / s * (-(hop t k : ℂ))
      rw [div_mul_eq_mul_div, eq_div_iff hs']
      linear_combination h0
  · rintro ⟨c, rfl⟩
    funext i
    fin_cases i
    · show (hop t k : ℂ) * (c * s) + s * (c * (-(hop t k : ℂ))) = 0
      ring
    · show (hop t k : ℂ) * (c * 0) = 0
      ring
    · show (s : ℂ) * (c * 0) = 0
      ring

/-- For `s > 0` the smallest nonzero `|E|` among the real energies `E` at all `k` is `s`: this is
the gap between the flat band and the other bands. -/
theorem gap_eq {s : ℝ} (t : ℝ) (hs : 0 < s) :
    IsLeast {x : ℝ | ∃ (k E : ℝ) (v : Fin 3 → ℂ), E ≠ 0 ∧ v ≠ 0 ∧
      stubH s t k *ᵥ v = (E : ℂ) • v ∧ x = |E|} s := by
  constructor
  · -- the minimum sits at the zone boundary, where B decouples
    have h0 : hop t Real.pi = 0 := by simp [hop]
    refine ⟨Real.pi, s, ![1, 0, 1], hs.ne', fun h => one_ne_zero (α := ℂ) (congrFun h 0), ?_,
      (abs_of_pos hs).symm⟩
    rw [stubH_mulVec]
    funext i
    fin_cases i <;> simp [h0]
  · rintro x ⟨k, E, v, hE, hv, h, rfl⟩
    have hE' : (E : ℂ) ≠ 0 := Complex.ofReal_ne_zero.2 hE
    rw [stubH_mulVec] at h
    have h0 : (hop t k : ℂ) * v 1 + s * v 2 = E * v 0 := congrFun h 0
    have h1 : (hop t k : ℂ) * v 0 = E * v 1 := congrFun h 1
    have h2 : (s : ℂ) * v 0 = E * v 2 := congrFun h 2
    have hv0 : v 0 ≠ 0 := by
      intro h00
      rw [h00, mul_zero] at h1 h2
      apply hv
      funext i
      fin_cases i
      · exact h00
      · exact (mul_eq_zero.1 h1.symm).resolve_left hE'
      · exact (mul_eq_zero.1 h2.symm).resolve_left hE'
    -- eliminating B and C gives the dispersion relation
    have key : ((E ^ 2 : ℝ) : ℂ) = ((s ^ 2 + hop t k ^ 2 : ℝ) : ℂ) := by
      apply mul_right_cancel₀ hv0
      push_cast
      linear_combination -(E : ℂ) * h0 - (hop t k : ℂ) * h1 - (s : ℂ) * h2
    have key' : E ^ 2 = s ^ 2 + hop t k ^ 2 := Complex.ofReal_injective key
    exact le_trans (le_abs_self s) (sq_le_sq.1 (by nlinarith [sq_nonneg (hop t k)]))

/-- For `s > 0` and `z ≠ 0`, the metric of the state `z (0, s, -q)` with velocity
`z (0, 0, p) + d (0, s, -q)` depends neither on `z` nor on `d`. -/
theorem fubiniStudy_planar {s : ℝ} (q p : ℝ) {z : ℂ} (d : ℂ) (hs : 0 < s) (hz : z ≠ 0) :
    fubiniStudy (z • ![0, (s : ℂ), -(q : ℂ)])
      (z • ![0, 0, (p : ℂ)] + d • ![0, (s : ℂ), -(q : ℂ)]) = (s * p / (s ^ 2 + q ^ 2)) ^ 2 := by
  have hZ : 0 < z.re ^ 2 + z.im ^ 2 := by
    have h := Complex.normSq_pos.2 hz
    rw [Complex.normSq_apply] at h
    nlinarith
  have hN : 0 < s ^ 2 + q ^ 2 := by positivity
  have e1 : (star (z • ![0, (s : ℂ), -(q : ℂ)]) ⬝ᵥ (z • ![0, (s : ℂ), -(q : ℂ)])).re
      = (z.re ^ 2 + z.im ^ 2) * (s ^ 2 + q ^ 2) := by
    simp [dotProduct, Fin.sum_univ_three]
    ring
  have e2 : (star (z • ![0, 0, (p : ℂ)] + d • ![0, (s : ℂ), -(q : ℂ)]) ⬝ᵥ
      (z • ![0, 0, (p : ℂ)] + d • ![0, (s : ℂ), -(q : ℂ)])).re
      = (d.re ^ 2 + d.im ^ 2) * s ^ 2 + (z.re * p - d.re * q) ^ 2
        + (z.im * p - d.im * q) ^ 2 := by
    simp [dotProduct, Fin.sum_univ_three]
    ring
  have e3 : Complex.normSq (star (z • ![0, (s : ℂ), -(q : ℂ)]) ⬝ᵥ
      (z • ![0, 0, (p : ℂ)] + d • ![0, (s : ℂ), -(q : ℂ)]))
      = ((z.re * d.re + z.im * d.im) * (s ^ 2 + q ^ 2) - (z.re ^ 2 + z.im ^ 2) * q * p) ^ 2
        + ((z.re * d.im - z.im * d.re) * (s ^ 2 + q ^ 2)) ^ 2 := by
    simp [dotProduct, Fin.sum_univ_three, Complex.normSq_apply]
    ring
  rw [fubiniStudy, e1, e2, e3]
  have hZ' := hZ.ne'
  have hN' := hN.ne'
  field_simp
  ring

/-- The derivative of the flat-band state with respect to `k` is `(0, 0, t sin(k/2))`. -/
theorem flatState_hasDerivAt (s t k : ℝ) :
    HasDerivAt (flatState s t) ![0, 0, ((t * Real.sin (k / 2) : ℝ) : ℂ)] k := by
  have h : HasDerivAt (hop t) (-(t * Real.sin (k / 2))) k :=
    ((((hasDerivAt_id' k).div_const 2).cos).const_mul (2 * t)).congr_deriv (by ring)
  refine hasDerivAt_pi.2 fun i => ?_
  fin_cases i
  · exact hasDerivAt_const k (0 : ℂ)
  · exact hasDerivAt_const k (s : ℂ)
  · show HasDerivAt (fun x : ℝ => -(hop t x : ℂ)) ((t * Real.sin (k / 2) : ℝ) : ℂ) k
    exact h.ofReal_comp.fun_neg.congr_deriv (by rw [Complex.ofReal_neg, neg_neg])

/-- For `s > 0` the family `(0, s, -2t cos(k/2))` is differentiable, nowhere zero, and has zero
energy at every `k`. -/
theorem flatState_witness {s : ℝ} (t : ℝ) (hs : 0 < s) :
    Differentiable ℝ (flatState s t) ∧ (∀ k, flatState s t k ≠ 0) ∧
      ∀ k, stubH s t k *ᵥ flatState s t k = 0 :=
  ⟨fun k => (flatState_hasDerivAt s t k).differentiableAt,
    fun _ h => Complex.ofReal_ne_zero.2 hs.ne' (congrFun h 1),
    fun _ => (zero_mode_iff hs).2 ⟨1, (one_smul _ _).symm⟩⟩

/-- For `s > 0`, every differentiable family of nonzero zero-energy states has the quantum metric
`[s t sin(k/2) / (s² + 4t² cos²(k/2))]²`. -/
theorem quantumMetric_zero_mode {s t : ℝ} (hs : 0 < s) {ψ : ℝ → Fin 3 → ℂ}
    (hd : Differentiable ℝ ψ) (hn : ∀ k, ψ k ≠ 0) (hz : ∀ k, stubH s t k *ᵥ ψ k = 0) (k : ℝ) :
    quantumMetric ψ k = (s * (t * Real.sin (k / 2)) / (s ^ 2 + hop t k ^ 2)) ^ 2 := by
  have hs' : (s : ℂ) ≠ 0 := Complex.ofReal_ne_zero.2 hs.ne'
  choose c hc using fun x => (zero_mode_iff hs).1 (hz x)
  -- the prefactor is read off at site B, so it is differentiable
  have hce : c = fun x => ψ x 1 / (s : ℂ) := by
    funext x
    rw [eq_div_iff hs']
    exact (congrFun (hc x) 1).symm
  obtain ⟨d, hcd⟩ : ∃ d, HasDerivAt c d k := by
    rw [hce]
    exact ⟨_, (hasDerivAt_pi.1 (hd k).hasDerivAt 1).div_const _⟩
  have hder : deriv ψ k = c k • ![0, 0, ((t * Real.sin (k / 2) : ℝ) : ℂ)]
      + d • flatState s t k := by
    rw [show ψ = fun x => c x • flatState s t x from funext hc]
    exact (hcd.smul (flatState_hasDerivAt s t k)).deriv
  have hck : c k ≠ 0 := fun h => hn k (by rw [hc k, h, zero_smul])
  rw [quantumMetric, hder, hc k]
  exact fubiniStudy_planar (hop t k) (t * Real.sin (k / 2)) d hs hck

/-- For `s > 0` the flat-band metric integrates over `[0, 2π]` to `π t² / (s √(s² + 4t²))`. -/
theorem integral_metric {s : ℝ} (t : ℝ) (hs : 0 < s) :
    ∫ k in (0 : ℝ)..(2 * Real.pi),
      (s * (t * Real.sin (k / 2)) / (s ^ 2 + hop t k ^ 2)) ^ 2
      = Real.pi * t ^ 2 / (s * √(s ^ 2 + 4 * t ^ 2)) := by
  have hD : √(s ^ 2 + 4 * t ^ 2) ^ 2 = s ^ 2 + 4 * t ^ 2 := Real.sq_sqrt (by positivity)
  have hDs : s ≤ √(s ^ 2 + 4 * t ^ 2) := (Real.le_sqrt' hs).2 (by nlinarith [sq_nonneg t])
  generalize √(s ^ 2 + 4 * t ^ 2) = D at hD hDs ⊢
  have hD0 : 0 < D := lt_of_lt_of_le hs hDs
  have aux : ∀ P Q M W : ℝ, Q ≠ 0 → M ≠ 0 → Q ^ 2 + P ^ 2 = M →
      1 / (1 + (P / Q) ^ 2) * (W / Q ^ 2) = W / M := by
    intro P Q M W hQ hM h
    have e : 1 + (P / Q) ^ 2 = M / Q ^ 2 := by
      rw [div_pow, ← h, add_div, div_self (pow_ne_zero 2 hQ)]
    rw [e]
    field_simp
  -- an antiderivative that is smooth on the whole zone
  have hF : ∀ k : ℝ, HasDerivAt (fun x : ℝ => t ^ 2 / (s * D) *
      (x / 2 + Real.arctan (-(D - s) * Real.sin x / ((D + s) + (D - s) * Real.cos x)))
      - t ^ 2 / 2 * Real.sin x / (s ^ 2 + 2 * t ^ 2 + 2 * t ^ 2 * Real.cos x))
      ((s * (t * Real.sin (k / 2)) / (s ^ 2 + hop t k ^ 2)) ^ 2) k := by
    intro k
    have hsc := Real.sin_sq_add_cos_sq k
    have hcos : Real.cos (k / 2) ^ 2 = 1 / 2 + Real.cos k / 2 := by
      rw [Real.cos_sq, show 2 * (k / 2) = k by ring]
    have hsin : Real.sin (k / 2) ^ 2 = 1 / 2 - Real.cos k / 2 := by
      linarith [Real.sin_sq_add_cos_sq (k / 2)]
    obtain ⟨N, hNdef⟩ : ∃ N, N = s ^ 2 + 2 * t ^ 2 + 2 * t ^ 2 * Real.cos k := ⟨_, rfl⟩
    have hhop : s ^ 2 + hop t k ^ 2 = N := by
      rw [hop, hNdef]
      linear_combination 4 * t ^ 2 * hcos
    have hN : 0 < N := by rw [← hhop]; positivity
    have hQ : 0 < (D + s) + (D - s) * Real.cos k := by
      nlinarith [mul_nonneg (sub_nonneg.2 hDs) (by linarith [Real.neg_one_le_cos k] :
        (0 : ℝ) ≤ 1 + Real.cos k)]
    have hp := (Real.hasDerivAt_sin k).const_mul (-(D - s))
    have hq := ((Real.hasDerivAt_cos k).const_mul (D - s)).const_add (D + s)
    have hPQ : ((D + s) + (D - s) * Real.cos k) ^ 2 + (-(D - s) * Real.sin k) ^ 2 = 4 * N := by
      linear_combination (D - s) ^ 2 * hsc + (2 + 2 * Real.cos k) * hD - 4 * hNdef
    have hW : -(D - s) * Real.cos k * ((D + s) + (D - s) * Real.cos k)
        - -(D - s) * Real.sin k * ((D - s) * -Real.sin k) = 2 * s * D - 2 * N := by
      linear_combination -(D - s) ^ 2 * hsc - (1 + Real.cos k) * hD + 2 * hNdef
    have hA : HasDerivAt (fun x : ℝ => x / 2 + Real.arctan
        (-(D - s) * Real.sin x / ((D + s) + (D - s) * Real.cos x))) (s * D / (2 * N)) k := by
      refine (((hasDerivAt_id' k).div_const 2).fun_add
        (hp.fun_div hq hQ.ne').arctan).congr_deriv ?_
      rw [aux _ _ (4 * N) _ hQ.ne' (by positivity) hPQ, hW]
      field_simp
      ring
    have hB := ((Real.hasDerivAt_sin k).const_mul (t ^ 2 / 2)).fun_div
      (((Real.hasDerivAt_cos k).const_mul (2 * t ^ 2)).const_add (s ^ 2 + 2 * t ^ 2))
      (by rw [← hNdef]; exact hN.ne')
    refine ((hA.const_mul (t ^ 2 / (s * D))).fun_sub hB).congr_deriv ?_
    have h1 : t ^ 2 / (s * D) * (s * D / (2 * N)) = t ^ 2 / 2 * N / N ^ 2 := by
      field_simp
    have h2 : (s * (t * Real.sin (k / 2))) ^ 2 = s ^ 2 * t ^ 2 * (1 / 2 - Real.cos k / 2) := by
      rw [mul_pow, mul_pow, hsin]
      ring
    rw [← hNdef, hhop, div_pow, h1, h2, ← sub_div]
    congr 1
    linear_combination t ^ 2 / 2 * (1 - Real.cos k) * hNdef - t ^ 4 * hsc
  have hcont : Continuous fun k : ℝ =>
      (s * (t * Real.sin (k / 2)) / (s ^ 2 + hop t k ^ 2)) ^ 2 := by
    unfold hop
    exact (Continuous.div (by fun_prop) (by fun_prop) (fun x => by positivity)).pow 2
  rw [intervalIntegral.integral_eq_sub_of_hasDerivAt (fun x _ => hF x)
    (hcont.intervalIntegrable _ _)]
  simp only [Real.sin_two_pi, Real.sin_zero, mul_zero, zero_div, Real.arctan_zero, add_zero,
    sub_zero]
  ring

/-- For `s > 0`, every differentiable family of nonzero zero-energy states of the stub chain has
the average quantum metric `t² / (2s √(s² + 4t²))`. -/
theorem meanMetric_flat_band {s t : ℝ} (hs : 0 < s) {ψ : ℝ → Fin 3 → ℂ}
    (hd : Differentiable ℝ ψ) (hn : ∀ k, ψ k ≠ 0) (hz : ∀ k, stubH s t k *ᵥ ψ k = 0) :
    meanMetric ψ = t ^ 2 / (2 * s * √(s ^ 2 + 4 * t ^ 2)) := by
  have hD : 0 < √(s ^ 2 + 4 * t ^ 2) := Real.sqrt_pos.2 (by positivity)
  simp only [meanMetric, quantumMetric_zero_mode hs hd hn hz]
  rw [integral_metric t hs]
  generalize √(s ^ 2 + 4 * t ^ 2) = D at hD ⊢
  have hpi := Real.pi_pos
  field_simp

/-- For `t > 0` the average metric of the flat band diverges inversely with `s`: their product
tends to `t/4` as `s` tends to zero from above. -/
theorem meanMetric_divergence {t : ℝ} (ht : 0 < t) :
    Tendsto (fun s : ℝ => s * meanMetric (flatState s t)) (𝓝[>] 0) (𝓝 (t / 4)) := by
  have hc : ContinuousAt (fun s : ℝ => t ^ 2 / (2 * √(s ^ 2 + 4 * t ^ 2))) 0 :=
    ContinuousAt.div (by fun_prop) (by fun_prop) (by positivity)
  have hf0 : t ^ 2 / (2 * √((0 : ℝ) ^ 2 + 4 * t ^ 2)) = t / 4 := by
    rw [show (0 : ℝ) ^ 2 + 4 * t ^ 2 = (2 * t) ^ 2 by ring, Real.sqrt_sq (by positivity),
      div_eq_div_iff (by positivity) (by norm_num)]
    ring
  have h : Tendsto (fun s : ℝ => t ^ 2 / (2 * √(s ^ 2 + 4 * t ^ 2))) (𝓝 0) (𝓝 (t / 4)) := by
    rw [← hf0]
    exact hc
  refine (h.mono_left nhdsWithin_le_nhds).congr' ?_
  filter_upwards [self_mem_nhdsWithin] with s hs
  have hs0 : 0 < s := hs
  obtain ⟨h1, h2, h3⟩ := flatState_witness t hs0
  have hD : 0 < √(s ^ 2 + 4 * t ^ 2) := Real.sqrt_pos.2 (by positivity)
  rw [meanMetric_flat_band hs0 h1 h2 h3]
  generalize √(s ^ 2 + 4 * t ^ 2) = D at hD ⊢
  field_simp

end

end StubChainQuantumMetric
```

```lean
#print axioms StubChainQuantumMetric.gap_eq
#print axioms StubChainQuantumMetric.meanMetric_flat_band
#print axioms StubChainQuantumMetric.meanMetric_divergence
```

```
'StubChainQuantumMetric.gap_eq' depends on axioms: [propext, Classical.choice, Quot.sound]
'StubChainQuantumMetric.meanMetric_flat_band' depends on axioms: [propext, Classical.choice, Quot.sound]
'StubChainQuantumMetric.meanMetric_divergence' depends on axioms: [propext, Classical.choice, Quot.sound]
```

## From the lemmas to the average

`stubH_mulVec` writes out the three amplitude equations. `zero_mode_iff` solves them at $E=0$ with $c=v_B/s$, and `gap_eq` eliminates B and C, with $(1,0,1)$ at $k=\pi$ attaining the minimum.

`fubiniStudy_planar` is the cancellation of $c$ and $c'$, called `z` and `d` there. It expands the three inner products in real and imaginary parts, and `field_simp` and `ring` finish the algebra. `flatState_hasDerivAt` supplies $u'$, and `flatState_witness` shows that $u$ satisfies all the hypotheses on `ψ`.

In `quantumMetric_zero_mode`, `choose` extracts a prefactor at each $k$ without any smoothness. Reading it off at site B, as $\psi_B/s$, shows that it is differentiable, and the product rule then applies.

`integral_metric` differentiates $F$: `hPQ` and `hW` are the two identities for $P$ and $Q$, proved by `linear_combination`, and the fundamental theorem of calculus evaluates the endpoints. `meanMetric_flat_band` divides by $2\pi$. `meanMetric_divergence` uses the continuity of $t^2/(2D)$ at $s=0$, and replaces the product by this expression only for $s>0$.
